# The effective flexoelectric coefficient of a cubic slab in plate, beam and spherical bending

A bent slab of a cubic crystal, cut along the cubic axes, polarizes along its normal, and a model of this effect must either prescribe the strain along the normal or let it relax. The Lean file below lets it relax: the strains are functions of the height in the slab, the stress along the normal is set to zero, and the resulting strain gradient is derived.

```lean
import Mathlib

namespace FlexoelectricBending

noncomputable section

/-- Normal stress along one cubic axis, from the strain `a` along that axis and the
strains `b`, `c` along the other two (Hooke's law without shear). -/
def normalStress (C11 C12 a b c : ℝ) : ℝ := C11 * a + C12 * (b + c)

/-- The interior of a slab of thickness `t` centred at height zero. -/
def slab (t : ℝ) : Set ℝ := Set.Ioo (-(t / 2)) (t / 2)

/-- Flexoelectric polarization along the slab normal at height `z`, produced by the
gradients of the three diagonal strains along the normal. -/
def polarization (μ11 μ12 : ℝ) (e1 e2 e3 : ℝ → ℝ) (z : ℝ) : ℝ :=
  μ12 * (deriv e1 z + deriv e2 z) + μ11 * deriv e3 z

/-- The effective flexoelectric coefficient `μ12 - (C12 / C11) μ11` of a bent plate,
for `C11 ≠ 0`. -/
def plateCoeff (C11 C12 μ11 μ12 : ℝ) : ℝ := μ12 - C12 / C11 * μ11

variable {C11 C12 μ11 μ12 k t z : ℝ} {e1 e2 e3 : ℝ → ℝ}

/-- For `C11 ≠ 0`, the stress along the normal vanishes exactly when the normal strain `c`
is `-C12 / C11` times the sum of the in-plane strains `a` and `b`. -/
theorem normal_strain_iff (hC : C11 ≠ 0) (a b c : ℝ) :
    normalStress C11 C12 c a b = 0 ↔ c = -(C12 / C11) * (a + b) := by
  have hr : C11 * (C12 / C11) = C12 := by field_simp
  unfold normalStress
  constructor
  · intro h
    apply mul_left_cancel₀ hC
    linear_combination h + (a + b) * hr
  · rintro rfl
    linear_combination -(a + b) * hr

/-- For `C11 > |C12|`, the stresses along two axes both vanish exactly when the strains
`b` and `c` along them both equal `-C12 / (C11 + C12)` times the strain `a` along the
third axis. -/
theorem beam_strain_iff (hC : |C12| < C11) (a b c : ℝ) :
    (normalStress C11 C12 b a c = 0 ∧ normalStress C11 C12 c a b = 0) ↔
      (b = -(C12 / (C11 + C12)) * a ∧ c = -(C12 / (C11 + C12)) * a) := by
  obtain ⟨h1, h2⟩ := abs_lt.1 hC
  have hp : C11 + C12 ≠ 0 := by linarith
  have hm : C11 - C12 ≠ 0 := by linarith
  have hr : (C11 + C12) * (C12 / (C11 + C12)) = C12 := by field_simp
  unfold normalStress
  constructor
  · rintro ⟨hb, hc⟩
    -- the difference of the two conditions makes the relaxed strains equal
    have hbc : b = c := by
      apply mul_left_cancel₀ hm
      linear_combination hb - hc
    subst hbc
    have hsol : b = -(C12 / (C11 + C12)) * a := by
      apply mul_left_cancel₀ hp
      linear_combination hb + a * hr
    exact ⟨hsol, hsol⟩
  · rintro ⟨rfl, rfl⟩
    constructor <;> linear_combination -a * hr

/-- A strain that is proportional to the height throughout the slab has a constant
gradient there. -/
theorem linear_strain_gradient {f : ℝ → ℝ} {c : ℝ} (hz : z ∈ slab t)
    (hf : ∀ x ∈ slab t, f x = c * x) : HasDerivAt f c z := by
  have hs : slab t ∈ nhds z := Ioo_mem_nhds hz.1 hz.2
  have hlin : HasDerivAt (fun x : ℝ => c * x) c z := by
    simpa using (hasDerivAt_id' z).const_mul c
  apply hlin.congr_of_eventuallyEq
  filter_upwards [hs] with x hx
  exact hf x hx

/-- In a slab with `C11 ≠ 0` and no stress along its normal, the polarization is the plate
coefficient times the sum of the two in-plane strain gradients, wherever the in-plane
strains are differentiable. -/
theorem free_surface_polarization (hC : C11 ≠ 0) (hz : z ∈ slab t)
    (h1 : DifferentiableAt ℝ e1 z) (h2 : DifferentiableAt ℝ e2 z)
    (hσ3 : ∀ x ∈ slab t, normalStress C11 C12 (e3 x) (e1 x) (e2 x) = 0) :
    polarization μ11 μ12 e1 e2 e3 z
      = plateCoeff C11 C12 μ11 μ12 * (deriv e1 z + deriv e2 z) := by
  have hs : slab t ∈ nhds z := Ioo_mem_nhds hz.1 hz.2
  -- the stress condition fixes the normal strain near `z`, hence also its gradient
  have he3 : e3 =ᶠ[nhds z] fun x => -(C12 / C11) * (e1 x + e2 x) := by
    filter_upwards [hs] with x hx
    exact (normal_strain_iff hC _ _ _).1 (hσ3 x hx)
  have hd : deriv e3 z = -(C12 / C11) * (deriv e1 z + deriv e2 z) := by
    rw [he3.deriv_eq]
    exact ((h1.hasDerivAt.fun_add h2.hasDerivAt).const_mul _).deriv
  unfold polarization plateCoeff
  rw [hd]
  ring

/-- Plate bending: with `C11 ≠ 0`, `e1 = k z`, `e2 = 0` and no stress along the normal,
the polarization is `k` times `μ12 - (C12 / C11) μ11`. -/
theorem plate_polarization (hC : C11 ≠ 0) (hz : z ∈ slab t)
    (he1 : ∀ x ∈ slab t, e1 x = k * x) (he2 : ∀ x ∈ slab t, e2 x = 0)
    (hσ3 : ∀ x ∈ slab t, normalStress C11 C12 (e3 x) (e1 x) (e2 x) = 0) :
    polarization μ11 μ12 e1 e2 e3 z = (μ12 - C12 / C11 * μ11) * k := by
  have d1 := linear_strain_gradient hz he1
  have d2 : HasDerivAt e2 0 z :=
    linear_strain_gradient hz (fun x hx => by rw [he2 x hx, zero_mul])
  rw [free_surface_polarization hC hz d1.differentiableAt d2.differentiableAt hσ3,
    d1.deriv, d2.deriv, add_zero, plateCoeff]

/-- Beam bending: with `C11 > |C12|`, `e1 = k z` and no stress along the other two axes,
the polarization is the plate value multiplied by `C11 / (C11 + C12)`. -/
theorem beam_polarization (hC : |C12| < C11) (hz : z ∈ slab t)
    (he1 : ∀ x ∈ slab t, e1 x = k * x)
    (hσ2 : ∀ x ∈ slab t, normalStress C11 C12 (e2 x) (e1 x) (e3 x) = 0)
    (hσ3 : ∀ x ∈ slab t, normalStress C11 C12 (e3 x) (e1 x) (e2 x) = 0) :
    polarization μ11 μ12 e1 e2 e3 z
      = C11 / (C11 + C12) * ((μ12 - C12 / C11 * μ11) * k) := by
  obtain ⟨h1, h2⟩ := abs_lt.1 hC
  have h0 : C11 ≠ 0 := by linarith
  have hp : C11 + C12 ≠ 0 := by linarith
  have d1 := linear_strain_gradient hz he1
  -- the two stress conditions make the strain across the width a fixed multiple of `e1`
  have d2 : HasDerivAt e2 (-(C12 / (C11 + C12)) * k) z := by
    apply linear_strain_gradient hz
    intro x hx
    have h := ((beam_strain_iff hC _ _ _).1 ⟨hσ2 x hx, hσ3 x hx⟩).1
    rw [h, he1 x hx]
    ring
  have hsum : C11 / (C11 + C12) + C12 / (C11 + C12) = 1 := by
    rw [← add_div, div_self hp]
  rw [free_surface_polarization h0 hz d1.differentiableAt d2.differentiableAt hσ3,
    d1.deriv, d2.deriv, plateCoeff]
  linear_combination -((μ12 - C12 / C11 * μ11) * k) * hsum

/-- Spherical bending: with `C11 ≠ 0`, `e1 = e2 = k z` and no stress along the normal,
the polarization is `2 k` times `μ12 - (C12 / C11) μ11`. -/
theorem spherical_polarization (hC : C11 ≠ 0) (hz : z ∈ slab t)
    (he1 : ∀ x ∈ slab t, e1 x = k * x) (he2 : ∀ x ∈ slab t, e2 x = k * x)
    (hσ3 : ∀ x ∈ slab t, normalStress C11 C12 (e3 x) (e1 x) (e2 x) = 0) :
    polarization μ11 μ12 e1 e2 e3 z = (μ12 - C12 / C11 * μ11) * (2 * k) := by
  have d1 := linear_strain_gradient hz he1
  have d2 := linear_strain_gradient hz he2
  rw [free_surface_polarization hC hz d1.differentiableAt d2.differentiableAt hσ3,
    d1.deriv, d2.deriv, plateCoeff]
  ring

/-- With `C11 ≠ 0`, differentiable in-plane strains and no stress along the normal, adding
`s C11` to `μ11` and `s C12` to `μ12` leaves the polarization unchanged. -/
theorem polarization_shift_invariant (s : ℝ) (hC : C11 ≠ 0) (hz : z ∈ slab t)
    (h1 : DifferentiableAt ℝ e1 z) (h2 : DifferentiableAt ℝ e2 z)
    (hσ3 : ∀ x ∈ slab t, normalStress C11 C12 (e3 x) (e1 x) (e2 x) = 0) :
    polarization (μ11 + s * C11) (μ12 + s * C12) e1 e2 e3 z
      = polarization μ11 μ12 e1 e2 e3 z := by
  have hr : C11 * (C12 / C11) = C12 := by field_simp
  rw [free_surface_polarization hC hz h1 h2 hσ3,
    free_surface_polarization hC hz h1 h2 hσ3]
  unfold plateCoeff
  linear_combination -(s * (deriv e1 z + deriv e2 z)) * hr

end

end FlexoelectricBending
```

```lean
#print axioms FlexoelectricBending.plate_polarization
#print axioms FlexoelectricBending.beam_polarization
#print axioms FlexoelectricBending.spherical_polarization
#print axioms FlexoelectricBending.polarization_shift_invariant
```

```
'FlexoelectricBending.plate_polarization' depends on axioms: [propext, Classical.choice, Quot.sound]
'FlexoelectricBending.beam_polarization' depends on axioms: [propext, Classical.choice, Quot.sound]
'FlexoelectricBending.spherical_polarization' depends on axioms: [propext, Classical.choice, Quot.sound]
'FlexoelectricBending.polarization_shift_invariant' depends on axioms: [propext, Classical.choice, Quot.sound]
```

## Strains, stresses and polarization in the slab

Let axes 1 and 2 lie in the plane of the slab and axis 3 along its normal, all three parallel to the cubic crystal axes. The height z is measured from the middle plane, and t is the thickness. The diagonal strains e1, e2 and e3 depend on z only. In Lean they are functions `ℝ → ℝ`, and `slab t` is the open interval from −t/2 to t/2. The hypothesis `z ∈ slab t` places the point of interest strictly inside the material, which also forces t to be positive.

The function `normalStress C11 C12 a b c` is Hooke's law for a cubic crystal without shear, with elastic constants C11 and C12. Its first strain argument is the one along the axis of the stress, so the stress along the normal is

σ3 = C11 e3 + C12 (e1 + e2),

and it appears in the theorems as `normalStress C11 C12 (e3 x) (e1 x) (e2 x)`.

The function `polarization` is the linear flexoelectric law

P3 = μ12 (e1' + e2') + μ11 e3',

where a prime is a derivative with respect to height. The longitudinal coefficient μ11 and the transverse coefficient μ12 multiply gradients of strain; in parts of the literature the same letters multiply second derivatives of the displacement. A single μ12 for both in-plane strains requires that the crystal symmetry make axes 1 and 2 equivalent for a fixed normal, as it does in cubic perovskites, rock salt and zinc blende. In the cubic classes 23 and m-3, to which pyrite belongs, the two transverse coefficients can differ, and the law used here does not cover that case. Both coefficients are given numbers that stand for the bulk response of the crystal under one fixed electrical condition, for instance zero macroscopic field.

The letter k denotes the gradient of e1, an inverse length equal in size to the curvature of the bent slab, and not a wave vector.

## What the theorems state

The central result is `free_surface_polarization`. If C11 is nonzero, σ3 vanishes at every height in the slab, and e1 and e2 are differentiable at z, then

P3 = (μ12 − (C12/C11) μ11) (e1' + e2')

at that height. The bracket with the two flexoelectric coefficients is called `plateCoeff`. Nothing is assumed about the derivative of e3. Differentiability of e1 and e2 is required because Lean's `deriv` returns zero where no derivative exists.

Three theorems apply this law to e1 = kz:

- `plate_polarization` takes e2 = 0, as in a wide plate that cannot curve across its width, and gives P3 = k (μ12 − (C12/C11) μ11).
- `beam_polarization` takes σ2 = 0 instead, where σ2 is the normal stress along axis 2, as in a narrow beam with free sides, and gives the plate value times C11/(C11 + C12).
- `spherical_polarization` takes e2 = kz, equal bending in both directions, and gives twice the plate value.

The beam theorem assumes C11 > |C12|, which every mechanically stable cubic crystal satisfies. The others need only C11 ≠ 0.

Finally, `polarization_shift_invariant` says that replacing μ11 by μ11 + s C11 and μ12 by μ12 + s C12, for any real s, leaves P3 unchanged under the hypotheses of the central result.

## From free faces to the effective coefficient

The faces of the slab carry no load, so σ3 is zero there. When the stresses depend on height only and no body force acts, equilibrium requires dσ3/dz = 0, and σ3 is then zero at all heights. The theorems take this last condition as their hypothesis. Solving it for the normal strain gives

C11 e3 = −C12 (e1 + e2)

e3 = −(C12/C11) (e1 + e2).

This holds at every height, so it can be differentiated:

e3' = −(C12/C11) (e1' + e2').

Inserting this in the polarization gives

P3 = μ12 (e1' + e2') − μ11 (C12/C11) (e1' + e2')

P3 = (μ12 − (C12/C11) μ11) (e1' + e2').

What distinguishes one kind of bending from another is now only the sum e1' + e2'. For the plate it is k + 0 = k. For spherical bending it is k + k = 2k.

For the beam, e2 has to be found first. The two stress conditions are

C11 e2 + C12 (e1 + e3) = 0

C11 e3 + C12 (e1 + e2) = 0.

Their difference is

(C11 − C12) (e2 − e3) = 0,

and since C11 ≠ C12, the two relaxed strains are equal. Putting e3 = e2 in the first condition gives

(C11 + C12) e2 + C12 e1 = 0

e2 = e3 = −(C12/(C11 + C12)) e1.

The ratio C12/(C11 + C12) is Poisson's ratio for stretching along a cubic axis. When C12 is positive, the beam curves the opposite way across its width. With e1 = kz,

e1' + e2' = k (1 − C12/(C11 + C12)) = k C11/(C11 + C12),

which is the stated factor. It is below one for positive C12, equal to one for C12 = 0, and above one for negative C12.

The shift invariance follows from the effective coefficient:

(μ12 + s C12) − (C12/C11) (μ11 + s C11) = μ12 − (C12/C11) μ11.

It can also be read from the original law, where the shift adds

s [C12 (e1' + e2') + C11 e3'] = s σ3'

to P3. This is zero because σ3 is zero at all heights. Within this model, plate, beam and spherical bending therefore all give the same single combination of μ11 and μ12, and measuring all three does not separate the two coefficients.

## Relaxed strains as equivalences

The Lean proof keeps the algebra of the stress conditions apart from the calculus. The lemma `normal_strain_iff` solves σ3 = 0 at one height. In the forward direction it multiplies the claimed equation by C11, which may be cancelled because it is nonzero, and `linear_combination` reduces the rest to the stress condition. The reverse direction substitutes the relaxed strain and finds zero stress.

The lemma `beam_strain_iff` does the same for the two beam conditions. From |C12| < C11 it extracts that C11 + C12 and C11 − C12 are both nonzero. It then follows the derivation above: the difference of the conditions gives `hbc`, the equality of the two strains, and one of the conditions gives their common value `hsol`. The reverse direction shows that the relaxed strains do satisfy both conditions, so a beam of the assumed kind exists for every k.

## Gradients inside an open slab

An equation between strains at a single height says nothing about their derivatives. The proof therefore uses the fact that the slab is an open interval, so that the conditions hold in a whole neighbourhood of z. Two functions that agree near a point have the same derivative there.

In `linear_strain_gradient` this turns "f(x) = c x throughout the slab" into "f has derivative c at z". In `free_surface_polarization`, the statement `he3` says that e3 agrees near z with −(C12/C11) (e1 + e2), and `hd` differentiates that expression. Substituting `hd` in the polarization and collecting terms with `ring` completes the argument.

The three bending theorems obtain the gradients of e1 and e2 from `linear_strain_gradient` and insert them in the free-surface law. For the beam, the profile of e2 comes from `beam_strain_iff`, and the identity `hsum`,

C11/(C11 + C12) + C12/(C11 + C12) = 1,

turns 1 − C12/(C11 + C12) into the factor in the statement. The proof of shift invariance applies the free-surface law to both sets of coefficients and compares the results.

## The combination in a first-principles calculation

In electronic-structure work, density functional perturbation theory supplies bulk values of μ11 and μ12, and the theorems convert them to the bulk part of the effective bending coefficients, for linear, local elastic and flexoelectric response. The elastic constants come from the same kind of calculation, and the conversion is a short step at the end.

With invented round numbers, let C11 = 300 GPa, C12 = 100 GPa, μ11 = 3 nC/m and μ12 = 2 nC/m. The plate coefficient is

2 − (100/300) · 3 = 1 nC/m.

The beam coefficient is 1 · 300/400 = 0.75 nC/m, and spherical bending gives 2 nC/m, each per unit of k.

The shift also has a concrete origin in such calculations. A strain gradient that is not in mechanical equilibrium exerts a net force on each unit cell, and the lattice part of μ11 and μ12 depends on how this force is shared among the atoms, for example in proportion to their masses. In a cubic crystal, a different sharing changes the pair (μ11, μ12) by a multiple of (C11, C12). Individual coefficients are therefore comparable only when the same sharing was used, whereas the plate coefficient is the same for all of them.

A measured slab also has a surface contribution, which this model leaves out. Bending also strains the two surface layers, and their response adds to the measured polarization an amount that does not vanish relative to the bulk term as the slab becomes thick. The quantity P3 here is the local bulk part alone. Shear strains and the stress produced by the polarization itself are left out as well. The central law accepts any differentiable in-plane profiles, without asking whether they belong to a continuous displacement field; the linear profiles of the three bending cases do.
